# On finitely many sites, the operator exp(ikx) is diagonal with entries exp(ikxₐ)

On a finite set of sites, each with a real coordinate xₐ, the position operator is the diagonal complex matrix with those coordinates as its entries. The theorem `phase_eq_diagonal` states that, for every real k, the matrix exponential of ik times this operator is again diagonal, with the ordinary complex number exp(ikxₐ) at site a. The coordinates need not be distinct or evenly spaced, and no Hamiltonian enters. The attempt first writes the exponent as a diagonal matrix, then uses `Matrix.exp_diagonal` to move the exponential inside `diagonal`, and finally compares the entries site by site.

The first attempt, which Lean rejects:

```lean
import Mathlib

open Matrix

namespace NonlocalVelocity

noncomputable section

variable {n : Type*} [Fintype n] [DecidableEq n]

/-- The position operator: a diagonal matrix with the real site coordinates `x a`. -/
def position (x : n → ℝ) : Matrix n n ℂ := diagonal fun a => (x a : ℂ)

/-- The phase operator `exp(ikx)`, as a matrix exponential. -/
def phase (x : n → ℝ) (k : ℝ) : Matrix n n ℂ :=
  NormedSpace.exp ((Complex.I * (k : ℂ)) • position x)

/-- The phase operator is diagonal, with entries `exp(i k x_a)`. -/
theorem phase_eq_diagonal (x : n → ℝ) (k : ℝ) :
    phase x k = diagonal fun a => Complex.exp (Complex.I * (k : ℂ) * (x a : ℂ)) := by
  have h : (Complex.I * (k : ℂ)) • position x
      = diagonal fun a => Complex.I * (k : ℂ) * (x a : ℂ) := by
    ext a b
    by_cases hab : a = b
    · subst hab
      simp [position]
    · simp [position, hab]
  unfold phase
  rw [h, Matrix.exp_diagonal]
  refine congrArg diagonal (funext fun a => ?_)
  rw [Pi.exp_apply, Complex.exp_eq_exp_ℂ]

end

end NonlocalVelocity
```

Lean reports:

```
Main.lean:31:6: error(lean.unknownIdentifier): Unknown identifier `Pi.exp_apply`
Main.lean:20:83: error: unsolved goals
n : Type u_1
inst✝¹ : Fintype n
inst✝ : DecidableEq n
x : n → ℝ
k : ℝ
h : (Complex.I * ↑k) • position x = diagonal fun a => Complex.I * ↑k * ↑(x a)
a : n
⊢ NormedSpace.exp (fun a => Complex.I * ↑k * ↑(x a)) a = Complex.exp (Complex.I * ↑k * ↑(x a))
```

Cause. The first message says that Lean finds no declaration called `Pi.exp_apply`, so the last `rw` fails. The second shows the goal this leaves open. On its left, `NormedSpace.exp` is applied to the whole function of diagonal entries, and the result is then evaluated at `a`; on its right, `Complex.exp` is applied to the single entry at `a`. The missing step is that the exponential of a function is taken pointwise.

The repair drops the unknown name and keeps `Complex.exp_eq_exp_ℂ`, which turns the `Complex.exp` on the right into `NormedSpace.exp`. The new `exact` line then supplies the missing step. Evaluation at `a` is a ring homomorphism, `Pi.evalRingHom`, and `continuous_apply a` shows that it is continuous. `NormedSpace.map_exp` says that such a map commutes with the exponential, which is the equality required. The added comment only explains this step.

This version goes through:

```diff
@@ -29,5 +29,7 @@
   rw [h, Matrix.exp_diagonal]
   refine congrArg diagonal (funext fun a => ?_)
-  rw [Pi.exp_apply, Complex.exp_eq_exp_ℂ]
+  rw [Complex.exp_eq_exp_ℂ]
+  -- evaluation at a site is a continuous ring homomorphism, so it commutes with `exp`
+  exact NormedSpace.map_exp (Pi.evalRingHom (fun _ : n => ℂ) a) (continuous_apply a) _
 
 end
```
